# Hole-particle equivalence for symmetric pair interactions with equal row sums

A configuration is modelled here as a set of occupied spin orbitals, and its energy as a plain function of that set. No wavefunction appears: the interaction is taken to be diagonal in the occupation numbers, so each choice of occupied orbitals has one definite energy. The holes of a configuration S are then the complement Sᶜ, and exchanging electrons and holes means replacing S by Sᶜ.

The spin orbitals form a finite type `ι` with N elements, and a configuration is a `Finset ι` with |S| electrons. The interaction is a real function V_ij, written `V i j`, and the energy of S is

E(S) = ½ ∑_{i∈S} ∑_{j∈S} V_ij.

The factor ½ compensates for counting each pair twice. A diagonal element V_ii would add V_ii/2 for each electron in orbital i. Physical interactions usually have V_ii = 0, but nothing in parts (a) to (e) requires it.

In Lean 4 with Mathlib:

```lean
import Mathlib

open Finset

namespace HoleParticleEquivalence

noncomputable section

variable {ι : Type*}

/-- Interaction energy of the configuration in which exactly the spin orbitals in `S` are
occupied: half the sum of `V i j` over all `i`, `j` in `S`. -/
def pairEnergy (V : ι → ι → ℝ) (S : Finset ι) : ℝ :=
  (∑ i ∈ S, ∑ j ∈ S, V i j) / 2
```

The row sum R_i = ∑_j V_ij runs over all spin orbitals of the shell. For symmetric V with zero diagonal it is the interaction of an electron in orbital i with all the others when the shell is full.

```lean
variable [Fintype ι]

/-- The sum of the interactions of spin orbital `i` with all spin orbitals of the shell. -/
def rowSum (V : ι → ι → ℝ) (i : ι) : ℝ := ∑ j, V i j
```

The canonical partition function of n electrons at inverse temperature β is

Z_n = ∑_{|S|=n} exp(−β E(S)).

In the code, `powersetCard n univ` is the collection of all configurations with n electrons.

```lean
/-- Canonical partition function of `n` electrons in the shell at inverse temperature `β`,
summed over all configurations with `n` occupied spin orbitals. -/
def partitionFunction (V : ι → ι → ℝ) (β : ℝ) (n : ℕ) : ℝ :=
  ∑ S ∈ powersetCard n (univ : Finset ι), Real.exp (-β * pairEnergy V S)
```

The model has no separate term for one-electron energies, so with zero diagonal there is no crystal-field splitting. It also has no terms that move electrons between orbitals. Multiplet levels in general need such off-diagonal terms, so the equivalence derived below concerns the energies of single configurations and not the term energies of a shell.

## (a) Energy of the full shell

Suppose every row sum equals R. For symmetric V with zero diagonal this means that, in the full shell, every electron has the same total interaction with the others. Show that the full shell has energy

E(full) = N R / 2.

The inner sum in the definition of E(full) is a row sum, so

E(full) = ½ ∑_i R_i = ½ ∑_i R = N R / 2.

Symmetry of V is not used. In the code `univ` is the full shell, `Fintype.card ι` is N, and the hypothesis `hR` says that all row sums equal `R`. The step `h` replaces each inner sum by `R`, and `sum_const` adds up the N equal terms.

```lean
/-- If every row sum of the interaction is `R`, the full shell of `N` spin orbitals has
interaction energy `N R / 2`. -/
theorem pairEnergy_full (V : ι → ι → ℝ) {R : ℝ} (hR : ∀ i, rowSum V i = R) :
    pairEnergy V univ = Fintype.card ι * R / 2 := by
  have h : ∑ i, ∑ j, V i j = ∑ _i : ι, R := sum_congr rfl fun i _ => hR i
  unfold pairEnergy
  rw [h, sum_const, nsmul_eq_mul, card_univ]
```

## (b) The complement for arbitrary row sums

Now let V be symmetric, V_ij = V_ji, with no condition on the row sums. Show that for every S

E(Sᶜ) = E(S) + E(full) − ∑_{i∈S} R_i.

Split the double sum over the shell into blocks:

A = ∑_{i∈S} ∑_{j∈S} V_ij,
B = ∑_{i∈S} ∑_{j∈Sᶜ} V_ij,
B′ = ∑_{i∈Sᶜ} ∑_{j∈S} V_ij,
C = ∑_{i∈Sᶜ} ∑_{j∈Sᶜ} V_ij.

Exchanging the order of summation and using symmetry gives B′ = B. The three terms on the right-hand side are therefore

E(S) = A/2,
E(full) = (A + 2B + C)/2,
∑_{i∈S} R_i = A + B.

Inserting them leaves

A/2 + (A + 2B + C)/2 − (A + B) = C/2 = E(Sᶜ).

The proof has the same structure. `cross` is B′ = B, `row` splits the row sums over any set `T` into an occupied and an empty part, and `total` splits the sum over the whole shell into the rows of S and those of Sᶜ. What remains is linear in the blocks, and `linarith` finishes it from `row S` and `row Sᶜ`.

```lean
variable [DecidableEq ι]

/-- For any symmetric pair interaction, the energy of the complementary configuration is the
energy of `S` plus that of the full shell, minus the row sums of the orbitals in `S`. -/
theorem pairEnergy_compl (V : ι → ι → ℝ) (hV : ∀ i j, V i j = V j i) (S : Finset ι) :
    pairEnergy V Sᶜ = pairEnergy V S + pairEnergy V univ - ∑ i ∈ S, rowSum V i := by
  -- the two occupied-empty blocks are equal by symmetry
  have cross : ∑ i ∈ Sᶜ, ∑ j ∈ S, V i j = ∑ i ∈ S, ∑ j ∈ Sᶜ, V i j := by
    rw [sum_comm]
    exact sum_congr rfl fun i _ => sum_congr rfl fun j _ => hV j i
  -- each row splits into its occupied and its empty part
  have row : ∀ T : Finset ι, ∑ i ∈ T, rowSum V i
      = ∑ i ∈ T, ∑ j ∈ S, V i j + ∑ i ∈ T, ∑ j ∈ Sᶜ, V i j := by
    intro T
    rw [← sum_add_distrib]
    exact sum_congr rfl fun i _ => (sum_add_sum_compl S (V i)).symm
  have total : ∑ i, ∑ j, V i j = ∑ i ∈ S, rowSum V i + ∑ i ∈ Sᶜ, rowSum V i :=
    (sum_add_sum_compl S (rowSum V)).symm
  unfold pairEnergy
  linarith [row S, row Sᶜ]
```

## (c) Equal row sums

Let V be symmetric with all row sums equal to R. Show that

E(Sᶜ) = E(S) + (N − 2|S|) R / 2.

The row sums over S now add up to |S| R. With the full-shell energy from (a), the formula in (b) becomes

E(Sᶜ) = E(S) + N R / 2 − |S| R = E(S) + (N − 2|S|) R / 2.

At half filling, |S| = N/2, a configuration and its complement have the same energy. For this occupation-diagonal model, the interaction energies of a more than half-filled shell thus follow from those of a less than half-filled one, which gives a simple check on a program that enumerates configurations.

In the code the two assumptions are `hV` and `hR`. The step `hS` evaluates the row sums over S, the rewriting inserts (b) and (a), and `ring` collects the terms.

```lean
/-- Hole-particle equivalence: for a symmetric pair interaction on `N` spin orbitals whose row
sums all equal `R`, exchanging occupied and empty orbitals shifts the interaction energy by
`(N - 2 |S|) R / 2`. -/
theorem hole_particle (V : ι → ι → ℝ) (hV : ∀ i j, V i j = V j i) {R : ℝ}
    (hR : ∀ i, rowSum V i = R) (S : Finset ι) :
    pairEnergy V Sᶜ = pairEnergy V S + ((Fintype.card ι : ℝ) - 2 * S.card) * R / 2 := by
  have hS : ∑ i ∈ S, rowSum V i = S.card * R := by
    rw [sum_congr rfl fun i _ => hR i, sum_const, nsmul_eq_mul]
  rw [pairEnergy_compl V hV, pairEnergy_full V hR, hS]
  ring
```

## (d) When the shift depends only on the electron number

Let V be symmetric. Show that all row sums are equal if and only if

E(Sᶜ) − E(S) = E(Tᶜ) − E(T) whenever |S| = |T|.

If all row sums are equal, call their common value R. By (c) both sides are (N − 2|S|) R / 2, since |S| = |T|. A shell without any orbitals offers no row from which to read off R, but there S and T are both empty and the equation is trivial.

For the other direction, take single-electron configurations S = {i} and T = {j}. By (b) their shifts are E(full) − R_i and E(full) − R_j. They agree by assumption, so R_i = R_j.

The first half of the proof separates the empty shell from the case with some orbital `i₀`, whose row sum serves as R. In the second half, `hi` and `hj` are the formula of (b) for the two single-electron configurations, and `linarith` compares them.

```lean
/-- For a symmetric pair interaction, all row sums are equal if and only if the energy shift
between a configuration and its complement depends only on the number of electrons. -/
theorem rowSum_const_iff (V : ι → ι → ℝ) (hV : ∀ i j, V i j = V j i) :
    (∀ i j, rowSum V i = rowSum V j) ↔
      ∀ S T : Finset ι, S.card = T.card →
        pairEnergy V Sᶜ - pairEnergy V S = pairEnergy V Tᶜ - pairEnergy V T := by
  constructor
  · intro h S T hST
    rcases isEmpty_or_nonempty ι with he | hne
    · rw [eq_empty_of_isEmpty S, eq_empty_of_isEmpty T]
    · obtain ⟨i₀⟩ := hne
      have hR : ∀ i, rowSum V i = rowSum V i₀ := fun i => h i i₀
      rw [hole_particle V hV hR S, hole_particle V hV hR T, hST]
      ring
  · -- configurations with a single electron already detect the row sums
    intro h i j
    have hij := h {i} {j} (by simp)
    have hi := pairEnergy_compl V hV {i}
    have hj := pairEnergy_compl V hV {j}
    rw [sum_singleton] at hi hj
    linarith
```

## (e) Partition functions of electrons and holes

Let V be symmetric with all row sums equal to R, and let n + m = N. Show that

Z_m = exp(−β (m − n) R / 2) Z_n.

Taking complements pairs each configuration of n electrons with exactly one of m electrons. For |S| = n we have N − 2n = m − n, so by (c)

exp(−β E(Sᶜ)) = exp(−β (m − n) R / 2) exp(−β E(S)).

Summing over all S with n electrons gives Z_m on the left and the stated product on the right. The argument works for every real β.

The lemma `sum_nbij'` carries out this change of summation variable, with the complement as the map in both directions. Its first two conditions are the electron counts, the next two say that taking the complement twice returns the original set, and the last is the equation between Boltzmann factors.

```lean
/-- For a symmetric pair interaction with all row sums equal to `R`, and `n + m` spin orbitals
in the shell, the partition functions of `m` and of `n` electrons differ only by the factor
`exp (-β (m - n) R / 2)`. -/
theorem partitionFunction_hole (V : ι → ι → ℝ) (hV : ∀ i j, V i j = V j i) {R : ℝ}
    (hR : ∀ i, rowSum V i = R) (β : ℝ) {n m : ℕ} (hnm : n + m = Fintype.card ι) :
    partitionFunction V β m
      = Real.exp (-β * (((m : ℝ) - n) * R / 2)) * partitionFunction V β n := by
  unfold partitionFunction
  rw [mul_sum]
  symm
  -- complementation pairs the configurations of n and of m electrons
  refine sum_nbij' (fun S => Sᶜ) (fun S => Sᶜ) ?_ ?_ ?_ ?_ ?_
  · intro S hS
    simp only [mem_powersetCard_univ, card_compl] at hS ⊢
    omega
  · intro S hS
    simp only [mem_powersetCard_univ, card_compl] at hS ⊢
    omega
  · intro S _
    exact compl_compl S
  · intro S _
    exact compl_compl S
  · intro S hS
    rw [mem_powersetCard_univ] at hS
    rw [← Real.exp_add, hole_particle V hV hR S, hS, ← hnm]
    congr 1
    push_cast
    ring
```

## (f) Row sums of a three-orbital shell

Consider three orbitals with two spin directions, so that a spin orbital is an element of `Fin 3 × Bool`. The parameter U is the repulsion of two electrons in the same orbital, U' that of electrons with opposite spins in different orbitals, and J the exchange energy by which parallel spins lower the latter. The density-density Kanamori interaction combines them as follows; the spin-flip and pair-hopping terms of the full Kanamori interaction are left out.

```lean
/-- Density-density Kanamori interaction on three orbitals with two spin directions: `U` for
opposite spins in one orbital, `U'` for opposite spins in different orbitals, and `U' - J` for
parallel spins in different orbitals. -/
def kanamori (U U' J : ℝ) (i j : Fin 3 × Bool) : ℝ :=
  if i.1 = j.1 then (if i.2 = j.2 then 0 else U)
  else (if i.2 = j.2 then U' - J else U')
```

Show that this interaction is symmetric, has zero diagonal, and has row sums

R_i = U + 4U' − 2J for every i.

Its value depends only on whether the two orbitals agree and whether the two spins agree, which gives the symmetry. If both agree the value is 0. For the row sum, fix a spin orbital i. Its partner in the same orbital contributes U, and each of the two other orbitals contributes U' − J for the parallel spin and U' for the opposite one:

R_i = U + 2(U' − J) + 2U' = U + 4U' − 2J.

The three parameters are arbitrary real numbers, with no relation between them assumed. For the symmetry and the row sums, the proof runs through the finitely many orbitals and spins by `fin_cases` and `cases`, and evaluates the definition in each case. The zero diagonal follows directly from the definition.

```lean
/-- The density-density Kanamori interaction is symmetric, has zero diagonal, and has all row
sums equal to `U + 4 U' - 2 J`. -/
theorem kanamori_witness (U U' J : ℝ) :
    (∀ i j, kanamori U U' J i j = kanamori U U' J j i) ∧
    (∀ i, kanamori U U' J i i = 0) ∧
    (∀ i, rowSum (kanamori U U' J) i = U + 4 * U' - 2 * J) := by
  refine ⟨?_, ?_, ?_⟩
  · rintro ⟨a, s⟩ ⟨b, t⟩
    fin_cases a <;> fin_cases b <;> cases s <;> cases t <;> simp [kanamori]
  · intro i
    simp [kanamori]
  · rintro ⟨a, s⟩
    fin_cases a <;> cases s <;>
      simp [rowSum, kanamori, Fintype.sum_prod_type, Fin.sum_univ_three] <;> ring
```

## (g) Electrons and holes in the three-orbital shell

For the interaction of (f), show that

E(Sᶜ) = E(S) + (3 − |S|)(U + 4U' − 2J).

The shell has N = 6 spin orbitals, and (f) supplies both assumptions of (c). Since (6 − 2|S|)/2 = 3 − |S|, the result follows. For example, a single electron has no interaction energy, so every five-electron configuration has energy 2(U + 4U' − 2J).

The proof takes symmetry and row sums from `kanamori_witness`, skips the zero diagonal, and applies `hole_particle` with `hc` giving the number of spin orbitals.

```lean
/-- In a three-orbital shell with density-density Kanamori interaction, exchanging electrons and
holes shifts the interaction energy by `(3 - |S|) (U + 4 U' - 2 J)`. -/
theorem kanamori_hole_particle (U U' J : ℝ) (S : Finset (Fin 3 × Bool)) :
    pairEnergy (kanamori U U' J) Sᶜ
      = pairEnergy (kanamori U U' J) S + (3 - (S.card : ℝ)) * (U + 4 * U' - 2 * J) := by
  obtain ⟨hV, -, hR⟩ := kanamori_witness U U' J
  have hc : Fintype.card (Fin 3 × Bool) = 6 := rfl
  rw [hole_particle _ hV hR S, hc]
  push_cast
  ring

end

end HoleParticleEquivalence
```

```lean
#print axioms HoleParticleEquivalence.hole_particle
-- 'HoleParticleEquivalence.hole_particle' depends on axioms: [propext, Classical.choice, Quot.sound]
#print axioms HoleParticleEquivalence.rowSum_const_iff
-- 'HoleParticleEquivalence.rowSum_const_iff' depends on axioms: [propext, Classical.choice, Quot.sound]
#print axioms HoleParticleEquivalence.partitionFunction_hole
-- 'HoleParticleEquivalence.partitionFunction_hole' depends on axioms: [propext, Classical.choice, Quot.sound]
#print axioms HoleParticleEquivalence.kanamori_hole_particle
-- 'HoleParticleEquivalence.kanamori_hole_particle' depends on axioms: [propext, Classical.choice, Quot.sound]
```
